# Infinitely many Clebsch–Gordan coefficients $\langle j\,m;2\,0|j\,m\rangle$ vanish although the selection rules allow them, among them $j=3$, $m=2$

Suppose I define a Clebsch–Gordan coefficient by Racah's formula where the triangle and projection rules hold, and as zero everywhere else. A zero at an allowed coupling must then come from the formula itself. Coupling $(j,m)=(3,2)$ with $(2,0)$ back to $(3,2)$ seems to be such a case, because $3m^2-j(j+1)=0$ there. Can a proof assistant check this, keeping the two kinds of zero apart, and also check that there are infinitely many such pairs?

## Yes: the allowed zeros solve a Pell equation

Set $j_1=J=j$, $m_1=M=m$, $j_2=2$, $m_2=0$, with integer $j$ and $m$. Racah's sum then has three terms, $k=0,1,2$:

$$S=\frac{1}{4\,(j-m)!\,(j+m-2)!}-\frac{1}{(j-m-1)!\,(j+m-1)!}+\frac{1}{4\,(j-m-2)!\,(j+m)!},$$

where the reciprocal factorial of a negative integer is zero. With this convention $1/(n-1)!=n/n!$ holds for every integer $n$. Write $a=j-m$ and $b=j+m$. Then

$$S=\frac{1}{a!\,b!}\left[\frac{b(b-1)}4-ab+\frac{a(a-1)}4\right]=\frac{3m^2-j(j+1)}{2\,(j-m)!\,(j+m)!}.$$

The last step uses $a+b=2j$, $a^2+b^2=2j^2+2m^2$ and $ab=j^2-m^2$. For $(3,2)$ the three terms are $\frac1{24}-\frac1{24}+0$.

When the coupling is allowed, $1/(j-m)!$ and $1/(j+m)!$ are nonzero, and the square-root normalisation is positive. An allowed coefficient therefore vanishes exactly when $3m^2=j(j+1)$. Multiplying by 4 and completing the square gives

$$(2j+1)^2-12m^2=1.$$

With $x=2j+1$, the map $(x,m)\mapsto(7x+24m,\,2x+7m)$ preserves $x^2-12m^2$, since $49-48=1$, the cross terms cancel and $576-588=-12$. In terms of $j$ it reads

$$(j,m)\mapsto(7j+12m+3,\;4j+7m+2).$$

From $(0,0)$ it produces $(3,2)$, $(48,28)$ and so on. Since $j$ grows at each step, the solutions never repeat.

In Lean, angular momenta and projections have type `ℤ`, so half-integer values are excluded. `Allowed` collects the selection rules, `racahSum` is the bare sum, and `clebschGordan` multiplies it by `racahNorm` only when `Allowed` holds. Racah's formula serves as the definition; it is not derived from coupled angular-momentum states.

`three_two_zero` says that the coupling is allowed, that the sum is zero and that the coefficient is zero. `infinite_zeros` says that the set of natural pairs with $0<m\le j$, an allowed coupling and a zero coefficient is infinite. It does not say that `pellPair` lists every such pair.

```lean
import Mathlib

open Finset

namespace RacahQuadrupoleZeros

/-- The factorial of a non-negative integer, as a real number; its domain is `0 ≤ n`. -/
noncomputable def fac (n : ℤ) : ℝ := (n.toNat.factorial : ℝ)

/-- The reciprocal factorial `1/n!`, equal to zero for negative integers `n`. -/
noncomputable def invFac (n : ℤ) : ℝ := if 0 ≤ n then 1 / fac n else 0

/-- Racah's alternating sum for coupling `(j₁, m₁)` with `(j₂, m₂)` to total angular
momentum `J`, for integer angular momenta. -/
noncomputable def racahSum (j₁ m₁ j₂ m₂ J : ℤ) : ℝ :=
  ∑ k ∈ range ((j₁ + j₂ - J).toNat + 1), (-1) ^ k *
    (invFac k * invFac (j₁ + j₂ - J - k) * invFac (j₁ - m₁ - k) * invFac (j₂ + m₂ - k) *
      invFac (J - j₂ + m₁ + k) * invFac (J - j₁ - m₂ + k))

/-- The selection rules: each projection is within range, projections add up, and the three
angular momenta satisfy the triangle rule. -/
structure Allowed (j₁ m₁ j₂ m₂ J M : ℤ) : Prop where
  proj₁ : |m₁| ≤ j₁
  proj₂ : |m₂| ≤ j₂
  proj : |M| ≤ J
  add : m₁ + m₂ = M
  lower : |j₁ - j₂| ≤ J
  upper : J ≤ j₁ + j₂

/-- The square-root normalisation in Racah's formula; its domain is the set of couplings
that obey the selection rules. -/
noncomputable def racahNorm (j₁ m₁ j₂ m₂ J M : ℤ) : ℝ :=
  √((2 * (J : ℝ) + 1) *
    (fac (j₁ + j₂ - J) * fac (j₁ - j₂ + J) * fac (-j₁ + j₂ + J) / fac (j₁ + j₂ + J + 1) *
      (fac (J + M) * fac (J - M) * fac (j₁ + m₁) * fac (j₁ - m₁) *
        fac (j₂ + m₂) * fac (j₂ - m₂))))

open Classical in
/-- The Clebsch-Gordan coefficient `⟨j₁ m₁; j₂ m₂ | J M⟩` for integer angular momenta:
Racah's formula where the selection rules hold, and zero elsewhere. -/
noncomputable def clebschGordan (j₁ m₁ j₂ m₂ J M : ℤ) : ℝ :=
  if Allowed j₁ m₁ j₂ m₂ J M then racahNorm j₁ m₁ j₂ m₂ J M * racahSum j₁ m₁ j₂ m₂ J else 0

/-- The recursion `1/(n-1)! = n/n!` holds for every integer `n`. -/
theorem invFac_sub_one (n : ℤ) : invFac (n - 1) = n * invFac n := by
  rcases lt_trichotomy n 0 with h | h | h
  · unfold invFac
    rw [if_neg (show ¬ (0 : ℤ) ≤ n - 1 by omega), if_neg (show ¬ (0 : ℤ) ≤ n by omega), mul_zero]
  · subst h
    simp [invFac]
  · obtain ⟨k, rfl⟩ : ∃ k : ℕ, n = (k : ℤ) + 1 := ⟨(n - 1).toNat, by omega⟩
    have h1 : ((k : ℤ) + 1 - 1).toNat = k := by omega
    have h2 : ((k : ℤ) + 1).toNat = k + 1 := by omega
    have hf : (k.factorial : ℝ) ≠ 0 := Nat.cast_ne_zero.mpr (Nat.factorial_ne_zero k)
    have hk : (k : ℝ) + 1 ≠ 0 := by positivity
    unfold invFac fac
    rw [if_pos (show (0 : ℤ) ≤ (k : ℤ) + 1 - 1 by omega),
      if_pos (show (0 : ℤ) ≤ (k : ℤ) + 1 by omega), h1, h2, Nat.factorial_succ]
    push_cast
    field_simp

/-- For coupling `(j, m)` with `(2, 0)` back to `j`, Racah's sum is
`(3m² - j(j+1))/2` times the reciprocal factorials of `j - m` and `j + m`. -/
theorem racahSum_quadrupole (j m : ℤ) : racahSum j m 2 0 j =
    (3 * (m : ℝ) ^ 2 - j * (j + 1)) / 2 * (invFac (j - m) * invFac (j + m)) := by
  have v0 : invFac 0 = 1 := by simp [invFac, fac]
  have v1 : invFac 1 = 1 := by simp [invFac, fac]
  have v2 : invFac 2 = 1 / 2 := by
    have h := invFac_sub_one 2
    rw [show (2 : ℤ) - 1 = 1 by norm_num, v1] at h
    push_cast at h
    linarith
  -- lower every factorial to those of `j - m` and `j + m`
  have low (n : ℤ) : invFac (n - 2) = ((n : ℝ) - 1) * (n * invFac n) := by
    have h := invFac_sub_one (n - 1)
    rw [invFac_sub_one n, show n - 1 - 1 = n - 2 by ring] at h
    push_cast at h
    exact h
  have hsum (f : ℕ → ℝ) : ∑ k ∈ range 3, f k = f 0 + f 1 + f 2 := by
    simp [Finset.sum_range_succ]
  unfold racahSum
  rw [show (j + 2 - j).toNat + 1 = 3 by omega, hsum]
  simp only [Nat.cast_zero, Nat.cast_one, Nat.cast_ofNat,
    show j + 2 - j - 0 = 2 by ring, show j + 2 - j - 1 = 1 by ring,
    show j + 2 - j - 2 = 0 by ring, show j - m - 0 = j - m by ring,
    show j - 2 + m + 0 = j + m - 2 by ring, show j - 2 + m + 1 = j + m - 1 by ring,
    show j - 2 + m + 2 = j + m by ring, show j - j - 0 + 0 = 0 by ring,
    show j - j - 0 + 1 = 1 by ring, show j - j - 0 + 2 = 2 by ring,
    show (2 : ℤ) + 0 - 0 = 2 by ring, show (2 : ℤ) + 0 - 1 = 1 by ring,
    show (2 : ℤ) + 0 - 2 = 0 by ring, low, invFac_sub_one, v0, v1, v2]
  push_cast
  ring

/-- Coupling `(j, m)` with `(2, 0)` to `(j, m)` obeys all selection rules when `j ≥ 1` and
`|m| ≤ j`. -/
theorem quadrupole_allowed {j m : ℤ} (hj : 1 ≤ j) (hm : |m| ≤ j) : Allowed j m 2 0 j m :=
  ⟨hm, by norm_num, hm, by ring, abs_le.mpr ⟨by omega, by omega⟩, by omega⟩

/-- For integers with `|m| ≤ j`, the coefficient `⟨j m; 2 0 | j m⟩` vanishes exactly when
`3m² = j(j+1)`. -/
theorem clebschGordan_eq_zero_iff {j m : ℤ} (hm : |m| ≤ j) :
    clebschGordan j m 2 0 j m = 0 ↔ 3 * m ^ 2 = j * (j + 1) := by
  have hb := abs_le.mp hm
  by_cases h : Allowed j m 2 0 j m
  · have hfac (n : ℤ) : 0 < fac n := Nat.cast_pos.mpr (Nat.factorial_pos _)
    have hinv (n : ℤ) (hn : 0 ≤ n) : invFac n ≠ 0 := by
      rw [invFac, if_pos hn]
      exact (one_div_pos.mpr (hfac n)).ne'
    have hJ : (0 : ℝ) < 2 * (j : ℝ) + 1 := by
      exact_mod_cast (show (0 : ℤ) < 2 * j + 1 by omega)
    -- the normalisation never vanishes
    have hN : racahNorm j m 2 0 j m ≠ 0 := by
      unfold racahNorm fac
      exact (Real.sqrt_pos.mpr (mul_pos hJ (by positivity))).ne'
    have hP := mul_ne_zero (hinv (j - m) (by omega)) (hinv (j + m) (by omega))
    rw [clebschGordan, if_pos h, racahSum_quadrupole]
    constructor
    · intro h0
      have h1 := (mul_eq_zero.mp ((mul_eq_zero.mp h0).resolve_left hN)).resolve_right hP
      have h2 : 3 * (m : ℝ) ^ 2 = j * (j + 1) := by linarith
      exact_mod_cast h2
    · intro h0
      have h2 : 3 * (m : ℝ) ^ 2 = j * (j + 1) := by exact_mod_cast h0
      rw [h2]
      simp
  · have hj : j = 0 := by
      by_contra hne
      exact h (quadrupole_allowed (by omega) hm)
    have hm0 : m = 0 := by omega
    rw [clebschGordan, if_neg h]
    simp [hj, hm0]

/-- Coupling `(3, 2)` with `(2, 0)` to `(3, 2)` obeys all selection rules, yet Racah's sum
and the Clebsch-Gordan coefficient are zero. -/
theorem three_two_zero : Allowed 3 2 2 0 3 2 ∧ racahSum 3 2 2 0 3 = 0 ∧
    clebschGordan 3 2 2 0 3 2 = 0 := by
  refine ⟨quadrupole_allowed (by norm_num) (by norm_num), ?_,
    (clebschGordan_eq_zero_iff (by norm_num)).mpr (by norm_num)⟩
  rw [racahSum_quadrupole]
  norm_num

/-- For natural `j` and `m`, the condition `3m² = j(j+1)` is the Pell equation
`(2j+1)² - 12m² = 1`. -/
theorem pell_iff (j m : ℕ) :
    3 * m ^ 2 = j * (j + 1) ↔ (2 * (j : ℤ) + 1) ^ 2 - 12 * (m : ℤ) ^ 2 = 1 := by
  constructor <;> intro h
  · have h' : 3 * (m : ℤ) ^ 2 = j * (j + 1) := by exact_mod_cast h
    linear_combination (-4) * h'
  · have h' : 3 * (m : ℤ) ^ 2 = j * (j + 1) := by nlinarith
    exact_mod_cast h'

/-- The sequence of pairs `(j, m)` that starts at `(0, 0)` and advances by
`(j, m) ↦ (7j + 12m + 3, 4j + 7m + 2)`. -/
def pellPair : ℕ → ℕ × ℕ
  | 0 => (0, 0)
  | n + 1 => (7 * (pellPair n).1 + 12 * (pellPair n).2 + 3,
      4 * (pellPair n).1 + 7 * (pellPair n).2 + 2)

/-- Every pair `(j, m)` in the sequence `pellPair` satisfies `3m² = j(j+1)`. -/
theorem pellPair_solves (n : ℕ) :
    3 * (pellPair n).2 ^ 2 = (pellPair n).1 * ((pellPair n).1 + 1) := by
  induction n with
  | zero => simp [pellPair]
  | succ n ih => simp only [pellPair]; nlinarith

/-- There are infinitely many natural pairs `(j, m)` with `0 < m ≤ j` and `3m² = j(j+1)`. -/
theorem infinite_solutions :
    {p : ℕ × ℕ | 0 < p.2 ∧ p.2 ≤ p.1 ∧ 3 * p.2 ^ 2 = p.1 * (p.1 + 1)}.Infinite := by
  have mono : StrictMono fun n => (pellPair n).1 :=
    strictMono_nat_of_lt_succ fun n => by simp only [pellPair]; omega
  refine Set.infinite_of_injective_forall_mem (f := fun n => pellPair (n + 1)) ?_ ?_
  · intro a b hab
    have := mono.injective (congrArg Prod.fst hab)
    omega
  · intro n
    refine ⟨?_, ?_, pellPair_solves (n + 1)⟩ <;> simp only [pellPair] <;> omega

/-- Infinitely many natural pairs `(j, m)` with `0 < m ≤ j` give a coupling with `(2, 0)` to
`(j, m)` that obeys all selection rules and has zero Clebsch-Gordan coefficient. -/
theorem infinite_zeros : {p : ℕ × ℕ | 0 < p.2 ∧ p.2 ≤ p.1 ∧
    Allowed p.1 p.2 2 0 p.1 p.2 ∧ clebschGordan p.1 p.2 2 0 p.1 p.2 = 0}.Infinite := by
  refine infinite_solutions.mono ?_
  rintro ⟨j, m⟩ ⟨h0, h1, h2⟩
  dsimp only at h0 h1 h2
  have hm : |(m : ℤ)| ≤ j := abs_le.mpr ⟨by omega, by omega⟩
  exact ⟨h0, h1, quadrupole_allowed (by omega) hm,
    (clebschGordan_eq_zero_iff hm).mpr (by exact_mod_cast h2)⟩

end RacahQuadrupoleZeros
```

```lean
#print axioms RacahQuadrupoleZeros.three_two_zero
#print axioms RacahQuadrupoleZeros.pell_iff
#print axioms RacahQuadrupoleZeros.infinite_zeros
```

```
'RacahQuadrupoleZeros.three_two_zero' depends on axioms: [propext, Classical.choice, Quot.sound]
'RacahQuadrupoleZeros.pell_iff' depends on axioms: [propext, Classical.choice, Quot.sound]
'RacahQuadrupoleZeros.infinite_zeros' depends on axioms: [propext, Classical.choice, Quot.sound]
```

`invFac_sub_one` proves the factorial recursion separately for negative, zero and positive $n$. `racahSum_quadrupole` expands the three terms, uses the recursion to express them through $1/(j-m)!$ and $1/(j+m)!$, and leaves the polynomial identity to `ring`.

`clebschGordan_eq_zero_iff` splits on `Allowed`. In the allowed case it cancels the nonzero factors. Otherwise `quadrupole_allowed` forces $j=m=0$, where both sides of the equivalence are true.

`pell_iff` is the completed square. `pellPair_solves` checks by induction that the step preserves $3m^2=j(j+1)$. `infinite_solutions` gets injectivity from the growth of $j$, and starts at index `n + 1` to skip $(0,0)$. `infinite_zeros` carries the result over to the coefficients.

The condition $|m|\le j$ matters for the equivalence: at $j=1$, $m=2$ the coefficient is zero because the projection is out of range, yet $3m^2=12$ and $j(j+1)=2$. Likewise `quadrupole_allowed` needs $j\ge1$, because at $j=m=0$ the triangle rule fails: $|0-2|>0$.

In quantum mechanics, for a single multiplet of integer $j$, the coefficient multiplies the reduced matrix element in $\langle j\,m|T^{(2)}_0|j\,m\rangle$, where $T^{(2)}_0$ is the zero component of a rank-2 tensor operator. Code that recovers the reduced element by dividing by the coefficient therefore fails at $(3,2)$, even after a selection-rule check; at $(3,3)$ the coefficient is nonzero, because $3m^2-j(j+1)=27-12=15$, and the division works. In floating-point arithmetic, an allowed zero may also show up as a small rounding residue.
